# Charge deficit of the smooth wave $r^l(a+br^2)$ matched to a decaying Slater wave $r^le^{-\zeta r}$

## Matching as two equations at one radius

Matching is taken here as a condition on free coefficients: the smooth wave must have the same value and the same slope as the all-electron wave at the sphere radius $R>0$. The coefficients are then derived, and curvature is left unconstrained.

In the projector augmented-wave (PAW) method, an all-electron partial wave is replaced inside an atomic sphere by a smoother one. Take, for angular momentum $l=0,1,2,\dots$ and decay constant $\zeta$,

$$\phi(r)=r^l e^{-\zeta r},\qquad \tilde\phi(r)=r^l(a+br^2).$$

This $\phi$ is the Slater form $r^{n-1}e^{-\zeta r}$ with $n=l+1$, as for 1s, 2p and 3d; the results are not claimed for larger $n$. The charge of a radial function $u$ in the sphere is $Q[u]=\int_0^R r^2u(r)^2\,dr$. In this model of a single channel with explicit waves, the difference $Q[\phi]-Q[\tilde\phi]$, multiplied by the channel's occupancy, is the charge that PAW compensation must restore. Occupancy means here the weight with which $\phi^2$ enters the radial density; it equals an electron number only if $\phi$ is normalised.

## Coefficients and charge bounds

Write $x=\zeta R$. Matching holds exactly when

$$a=e^{-x}\left(1+\frac x2\right),\qquad b=-\frac{\zeta e^{-x}}{2R}.$$

The smooth charge is then

$$Q[\tilde\phi]=R^{2l+3}e^{-2x}\left[\frac{(1+x/2)^2}{2l+3}-\frac{x(1+x/2)}{2l+5}+\frac{(x/2)^2}{2l+7}\right],$$

and for $\zeta>0$ it satisfies $e^{-2x}Q[\phi]<Q[\tilde\phi]<Q[\phi]$. For $l=2$ the three denominators become $7$, $9$ and $4\cdot 11=44$, the last one under $x^2$.

In Lean, `slaterRadial` and `smoothRadial` are $\phi$ and $\tilde\phi$, `Matches` is the pair of equations at $R$, and `sphereCharge` is $Q$. The convention is that $u$ is the radial function itself, not $r$ times it, so the weight $r^2$ appears explicitly. The coefficients and the closed form require only $R>0$; the bounds also require $\zeta>0$, which stands for a wave that decays at large $r$. The model has no projectors, no products of different partial waves and no radial Schrödinger equation.

## From the boundary conditions to the coefficients

Equality of values, divided by $R^l$, gives $a+bR^2=e^{-x}$. Equality of slopes reads

$$lR^{l-1}(a+bR^2)+2bR\,R^l=lR^{l-1}e^{-x}-\zeta e^{-x}R^l,$$

where the terms with the factor $l$ are absent for $l=0$. By the value condition these terms cancel, which leaves $2bR=-\zeta e^{-x}$. This fixes $b$, and $a=e^{-x}-bR^2=e^{-x}(1+x/2)$. Conversely, these coefficients satisfy both equations.

## Why the smooth wave lies lower

Inserting the coefficients gives

$$a+br^2=e^{-x}\left(1+\frac{\zeta(R^2-r^2)}{2R}\right).$$

For $0\le r<R$ the fraction equals $\zeta(R-r)\frac{R+r}{2R}$, which is positive and smaller than $\zeta(R-r)$. Since $1+s\le e^s$,

$$e^{-x}<a+br^2<e^{-x}e^{\zeta(R-r)}=e^{-\zeta r}.$$

Multiplying the upper bound by $r^l$, squaring and weighting with $r^2$ keeps it strict for $0<r<R$. The integrands are continuous, so $Q[\tilde\phi]<Q[\phi]$. For the lower bound, $e^{-x}e^{-\zeta r}<e^{-x}\le a+br^2$ on $0<r\le R$, so $\tilde\phi$ exceeds $e^{-x}\phi$ there, and squaring produces the factor $e^{-2x}$.

## Integrating the polynomial density

The smooth density is $a^2r^{2l+2}+2ab\,r^{2l+4}+b^2r^{2l+6}$, so

$$Q[\tilde\phi]=R^{2l+3}\left[\frac{a^2}{2l+3}+\frac{2a(bR^2)}{2l+5}+\frac{(bR^2)^2}{2l+7}\right].$$

Substituting $a=e^{-x}(1+x/2)$ and $bR^2=-xe^{-x}/2$ gives the closed form.

## Normalised waves and a small sphere

The Slater wave in the file is unnormalised. Since $\int_0^\infty r^{2l+2}e^{-2\zeta r}dr=(2l+2)!/(2\zeta)^{2l+3}$ for $\zeta>0$, normalising it over all space multiplies both charges by $(2\zeta)^{2l+3}/(2l+2)!$. For $l=2$ the smooth charge becomes

$$\frac{(2x)^7}{720}\,e^{-2x}\left[\frac{(1+x/2)^2}{7}-\frac{x(1+x/2)}{9}+\frac{x^2}{44}\right].$$

The common factor leaves the ratio $Q[\tilde\phi]/Q[\phi]$ unchanged. This ratio lies between $e^{-2x}$ and $1$, so it tends to $1$ as $x\to0$: in a sphere much smaller than the decay length $1/\zeta$, the relative deficit is small, though still positive. The normalisation and the limit are worked out by hand here and have no theorem in the file.

## The Lean file

```lean
import Mathlib

open MeasureTheory

namespace PAWSlaterAugmentation

noncomputable section

/-- The all-electron Slater partial wave `r^l exp(-ζ r)`. -/
def slaterRadial (l : ℕ) (ζ r : ℝ) : ℝ := r ^ l * Real.exp (-(ζ * r))

/-- The smooth partial wave `r^l (a + b r²)`. -/
def smoothRadial (l : ℕ) (a b r : ℝ) : ℝ := r ^ l * (a + b * r ^ 2)

/-- The smooth wave agrees with the Slater wave in value and slope at the radius `R`. -/
def Matches (l : ℕ) (ζ R a b : ℝ) : Prop :=
  smoothRadial l a b R = slaterRadial l ζ R ∧
    deriv (smoothRadial l a b) R = deriv (slaterRadial l ζ) R

/-- The radial charge `∫ r² u(r)² dr` from the nucleus to the radius `R`. -/
def sphereCharge (u : ℝ → ℝ) (R : ℝ) : ℝ := ∫ r in (0 : ℝ)..R, r ^ 2 * u r ^ 2

/-- The square of a decaying exponential decays at twice the rate. -/
theorem exp_neg_two_mul (x : ℝ) : Real.exp (-(2 * x)) = Real.exp (-x) ^ 2 := by
  rw [sq, ← Real.exp_add]
  congr 1
  ring

/-- Matching in value and slope at `R > 0` fixes both coefficients of the smooth wave,
and they do not depend on `l`. -/
theorem matches_iff (l : ℕ) {ζ R a b : ℝ} (hR : 0 < R) :
    Matches l ζ R a b ↔
      a = Real.exp (-(ζ * R)) * (1 + ζ * R / 2) ∧
        b = -ζ * Real.exp (-(ζ * R)) / (2 * R) := by
  have hs : HasDerivAt (smoothRadial l a b)
      (l * R ^ (l - 1) * (a + b * R ^ 2) + R ^ l * (2 * b * R)) R := by
    have h : HasDerivAt (fun r : ℝ => a + b * r ^ 2) (2 * b * R) R :=
      (((hasDerivAt_pow 2 R).const_mul b).const_add a).congr_deriv (by simp; ring)
    exact (hasDerivAt_pow l R).fun_mul h
  have ht : HasDerivAt (slaterRadial l ζ)
      (l * R ^ (l - 1) * Real.exp (-(ζ * R)) + R ^ l * (-ζ * Real.exp (-(ζ * R)))) R := by
    have h : HasDerivAt (fun r : ℝ => Real.exp (-(ζ * r))) (-ζ * Real.exp (-(ζ * R))) R :=
      (((hasDerivAt_id' R).const_mul ζ).fun_neg.exp).congr_deriv (by ring)
    exact (hasDerivAt_pow l R).fun_mul h
  have hRl : R ^ l ≠ 0 := (pow_pos hR l).ne'
  unfold Matches
  rw [hs.deriv, ht.deriv]
  simp only [smoothRadial, slaterRadial]
  constructor
  · rintro ⟨h1, h2⟩
    -- the common factor `R^l` drops out of both conditions
    have v : a + b * R ^ 2 = Real.exp (-(ζ * R)) := mul_left_cancel₀ hRl h1
    rw [v] at h2
    have d : 2 * b * R = -ζ * Real.exp (-(ζ * R)) :=
      mul_left_cancel₀ hRl (add_left_cancel h2)
    refine ⟨by linear_combination v - (R / 2) * d, ?_⟩
    rw [eq_div_iff (by positivity)]
    linear_combination d
  · rintro ⟨ha, hb⟩
    have d : 2 * b * R = -ζ * Real.exp (-(ζ * R)) := by
      rw [hb]
      field_simp
    have v : a + b * R ^ 2 = Real.exp (-(ζ * R)) := by
      linear_combination ha + (R / 2) * d
    exact ⟨by rw [v], by rw [v, d]⟩

/-- The matched smooth profile, written relative to its value at the sphere boundary. -/
theorem matched_profile {l : ℕ} {ζ R a b : ℝ} (hR : 0 < R) (h : Matches l ζ R a b) (r : ℝ) :
    a + b * r ^ 2 = Real.exp (-(ζ * R)) * (1 + ζ * (R ^ 2 - r ^ 2) / (2 * R)) := by
  obtain ⟨ha, hb⟩ := (matches_iff l hR).1 h
  rw [ha, hb]
  field_simp
  ring

/-- Inside the sphere the smooth profile lies strictly above its boundary value and strictly
below the Slater exponential. -/
theorem matched_profile_bounds {l : ℕ} {ζ R a b r : ℝ} (hζ : 0 < ζ) (hR : 0 < R)
    (h : Matches l ζ R a b) (h0 : 0 ≤ r) (hr : r < R) :
    Real.exp (-(ζ * R)) < a + b * r ^ 2 ∧ a + b * r ^ 2 < Real.exp (-(ζ * r)) := by
  have hE := Real.exp_pos (-(ζ * R))
  have hq : 0 < ζ * (R ^ 2 - r ^ 2) / (2 * R) :=
    div_pos (mul_pos hζ (by nlinarith)) (by positivity)
  have hq' : ζ * (R ^ 2 - r ^ 2) / (2 * R) < ζ * (R - r) := by
    rw [div_lt_iff₀ (by positivity)]
    nlinarith [mul_pos hζ (pow_pos (sub_pos.2 hr) 2)]
  have hexp : Real.exp (-(ζ * r)) = Real.exp (-(ζ * R)) * Real.exp (ζ * (R - r)) := by
    rw [← Real.exp_add]
    congr 1
    ring
  rw [matched_profile hR h r, hexp]
  refine ⟨by nlinarith [mul_pos hE hq], mul_lt_mul_of_pos_left ?_ hE⟩
  -- the exponential lies above its tangent line
  linarith [Real.add_one_le_exp (ζ * (R - r))]

/-- If two continuous radial functions satisfy `0 ≤ u ≤ v` on `(0, R]`, with `u < v` at some point
of that interval, then `u` carries strictly less charge in the sphere than `v`. -/
theorem sphereCharge_lt {u v : ℝ → ℝ} {R : ℝ} (hR : 0 < R) (hu : Continuous u)
    (hv : Continuous v) (hle : ∀ r ∈ Set.Ioc 0 R, 0 ≤ u r ∧ u r ≤ v r)
    (hlt : ∃ r ∈ Set.Ioc 0 R, u r < v r) : sphereCharge u R < sphereCharge v R := by
  obtain ⟨c, hc, huv⟩ := hlt
  have cu : Continuous fun r : ℝ => r ^ 2 * u r ^ 2 := by fun_prop
  have cv : Continuous fun r : ℝ => r ^ 2 * v r ^ 2 := by fun_prop
  exact intervalIntegral.integral_lt_integral_of_continuousOn_of_le_of_exists_lt hR
    cu.continuousOn cv.continuousOn
    (fun r hr => mul_le_mul_of_nonneg_left
      (pow_le_pow_left₀ (hle r hr).1 (hle r hr).2 2) (sq_nonneg r))
    ⟨c, ⟨hc.1.le, hc.2⟩, mul_lt_mul_of_pos_left
      (pow_lt_pow_left₀ huv (hle c hc).1 two_ne_zero) (pow_pos hc.1 2)⟩

/-- Closed form of the charge of the matched smooth wave inside the sphere, for every `l`. -/
theorem smooth_charge_eq {l : ℕ} {ζ R a b : ℝ} (hR : 0 < R) (h : Matches l ζ R a b) :
    sphereCharge (smoothRadial l a b) R =
      R ^ (2 * l + 3) * Real.exp (-(2 * (ζ * R))) *
        ((1 + ζ * R / 2) ^ 2 / (2 * l + 3) - ζ * R * (1 + ζ * R / 2) / (2 * l + 5)
          + (ζ * R / 2) ^ 2 / (2 * l + 7)) := by
  obtain ⟨ha, hb⟩ := (matches_iff l hR).1 h
  have d : b * R ^ 2 = -(ζ * R) * Real.exp (-(ζ * R)) / 2 := by
    rw [hb]
    field_simp
  have e : sphereCharge (smoothRadial l a b) R = ∫ r in (0 : ℝ)..R,
      (a ^ 2 * r ^ (2 * l + 2) + 2 * a * b * r ^ (2 * l + 4) + b ^ 2 * r ^ (2 * l + 6)) :=
    intervalIntegral.integral_congr (fun r _ => by simp only [smoothRadial]; ring)
  have s : (∫ r in (0 : ℝ)..R,
      (a ^ 2 * r ^ (2 * l + 2) + 2 * a * b * r ^ (2 * l + 4) + b ^ 2 * r ^ (2 * l + 6))) =
      (∫ r in (0 : ℝ)..R, a ^ 2 * r ^ (2 * l + 2)) +
        (∫ r in (0 : ℝ)..R, 2 * a * b * r ^ (2 * l + 4)) +
        ∫ r in (0 : ℝ)..R, b ^ 2 * r ^ (2 * l + 6) := by
    rw [intervalIntegral.integral_add, intervalIntegral.integral_add] <;>
      exact Continuous.intervalIntegrable (by fun_prop) _ _
  have z : ∀ n : ℕ, (0 : ℝ) ^ (n + 1) = 0 := fun n => by simp
  -- integrate the three powers, then insert the matched coefficients
  calc sphereCharge (smoothRadial l a b) R
      = R ^ (2 * l + 3) * (a ^ 2 / (2 * l + 3) + 2 * a * (b * R ^ 2) / (2 * l + 5)
          + (b * R ^ 2) ^ 2 / (2 * l + 7)) := by
        rw [e, s]
        simp only [intervalIntegral.integral_const_mul, integral_pow, z, sub_zero]
        push_cast
        ring
    _ = _ := by
        rw [d, ha, exp_neg_two_mul]
        ring

/-- The matched smooth wave carries strictly less charge in the sphere than the Slater wave,
but more than the fraction `exp(-2 ζ R)` of it. -/
theorem smooth_charge_bounds {l : ℕ} {ζ R a b : ℝ} (hζ : 0 < ζ) (hR : 0 < R)
    (h : Matches l ζ R a b) :
    Real.exp (-(2 * (ζ * R))) * sphereCharge (slaterRadial l ζ) R
        < sphereCharge (smoothRadial l a b) R ∧
      sphereCharge (smoothRadial l a b) R < sphereCharge (slaterRadial l ζ) R := by
  have hE := Real.exp_pos (-(ζ * R))
  have cs : Continuous (smoothRadial l a b) := by
    change Continuous fun r : ℝ => r ^ l * (a + b * r ^ 2)
    fun_prop
  have ct : Continuous (slaterRadial l ζ) := by
    change Continuous fun r : ℝ => r ^ l * Real.exp (-(ζ * r))
    fun_prop
  have v : a + b * R ^ 2 = Real.exp (-(ζ * R)) := by
    rw [matched_profile hR h R]
    simp
  have key : ∀ r ∈ Set.Ioc 0 R,
      Real.exp (-(ζ * R)) ≤ a + b * r ^ 2 ∧ a + b * r ^ 2 ≤ Real.exp (-(ζ * r)) := by
    intro r hr
    rcases hr.2.eq_or_lt with h1 | h1
    · rw [h1, v]
      exact ⟨le_rfl, le_rfl⟩
    · have hb := matched_profile_bounds hζ hR h hr.1.le h1
      exact ⟨hb.1.le, hb.2.le⟩
  have hmid : R / 2 ∈ Set.Ioc 0 R := ⟨half_pos hR, by linarith⟩
  constructor
  · -- compare with the Slater wave scaled down by `exp(-ζ R)`
    have low : ∀ r ∈ Set.Ioc 0 R,
        Real.exp (-(ζ * R)) * slaterRadial l ζ r < smoothRadial l a b r := by
      intro r hr
      have h1 : Real.exp (-(ζ * r)) < 1 :=
        Real.exp_lt_one_iff.2 (neg_lt_zero.2 (mul_pos hζ hr.1))
      have h2 : Real.exp (-(ζ * R)) * Real.exp (-(ζ * r)) < a + b * r ^ 2 :=
        (mul_lt_of_lt_one_right hE h1).trans_le (key r hr).1
      calc Real.exp (-(ζ * R)) * slaterRadial l ζ r
          = r ^ l * (Real.exp (-(ζ * R)) * Real.exp (-(ζ * r))) := by
            simp only [slaterRadial]
            ring
        _ < r ^ l * (a + b * r ^ 2) := mul_lt_mul_of_pos_left h2 (pow_pos hr.1 l)
    have hscale : Real.exp (-(2 * (ζ * R))) * sphereCharge (slaterRadial l ζ) R =
        sphereCharge (fun r => Real.exp (-(ζ * R)) * slaterRadial l ζ r) R := by
      unfold sphereCharge
      rw [exp_neg_two_mul, ← intervalIntegral.integral_const_mul]
      exact intervalIntegral.integral_congr (fun r _ => by simp only [slaterRadial]; ring)
    rw [hscale]
    exact sphereCharge_lt hR (continuous_const.mul ct) cs
      (fun r hr => ⟨mul_nonneg hE.le (mul_nonneg (pow_nonneg hr.1.le l) (Real.exp_pos _).le),
        (low r hr).le⟩) ⟨R / 2, hmid, low _ hmid⟩
  · exact sphereCharge_lt hR cs ct
      (fun r hr => ⟨mul_nonneg (pow_nonneg hr.1.le l) (hE.le.trans (key r hr).1),
        mul_le_mul_of_nonneg_left (key r hr).2 (pow_nonneg hr.1.le l)⟩)
      ⟨R / 2, hmid, mul_lt_mul_of_pos_left
        (matched_profile_bounds hζ hR h hmid.1.le (by linarith)).2 (pow_pos hmid.1 l)⟩

/-- The case `l = 2`: the charge integral of the matched smooth wave in closed form, and its
strict deficit against the Slater charge integral. -/
theorem d_wave_charge {ζ R a b : ℝ} (hζ : 0 < ζ) (hR : 0 < R) (h : Matches 2 ζ R a b) :
    (∫ r in (0 : ℝ)..R, r ^ 6 * (a + b * r ^ 2) ^ 2) =
        R ^ 7 * Real.exp (-(2 * (ζ * R))) *
          ((1 + ζ * R / 2) ^ 2 / 7 - ζ * R * (1 + ζ * R / 2) / 9 + (ζ * R) ^ 2 / 44) ∧
      (∫ r in (0 : ℝ)..R, r ^ 6 * (a + b * r ^ 2) ^ 2) <
        ∫ r in (0 : ℝ)..R, r ^ 6 * Real.exp (-(2 * (ζ * r))) := by
  have h1 : (∫ r in (0 : ℝ)..R, r ^ 6 * (a + b * r ^ 2) ^ 2) =
      sphereCharge (smoothRadial 2 a b) R :=
    intervalIntegral.integral_congr (fun r _ => by simp only [smoothRadial]; ring)
  have h2 : (∫ r in (0 : ℝ)..R, r ^ 6 * Real.exp (-(2 * (ζ * r)))) =
      sphereCharge (slaterRadial 2 ζ) R :=
    intervalIntegral.integral_congr
      (fun r _ => by simp only [slaterRadial, exp_neg_two_mul]; ring)
  rw [h1, h2]
  refine ⟨?_, (smooth_charge_bounds hζ hR h).2⟩
  rw [smooth_charge_eq hR h]
  push_cast
  ring

end

end PAWSlaterAugmentation
```

```lean
#print axioms PAWSlaterAugmentation.d_wave_charge
```

```
'PAWSlaterAugmentation.d_wave_charge' depends on axioms: [propext, Classical.choice, Quot.sound]
```

## How the proof follows the calculation

`matches_iff` computes the two derivatives as `hs` and `ht`. It then removes $R^l$ with `mul_left_cancel₀` and the common slope term with `add_left_cancel`. The remaining linear equations are solved by `linear_combination`, and the reverse direction substitutes the coefficients back.

`matched_profile` rewrites the profile relative to its boundary value. In `matched_profile_bounds`, `hq` states that the fraction is positive and `hq'` that it is below $\zeta(R-r)$; after the denominator is cleared, the latter reduces to $\zeta(R-r)^2>0$. The inequality $1+s\le e^s$ is `Real.add_one_le_exp`.

`sphereCharge_lt` turns a pointwise comparison $0\le u\le v$ of continuous functions on $(0,R]$ into a strict comparison of charges, provided that $u<v$ at one point of that interval. `smooth_charge_bounds` uses it twice, with $R/2$ as that point. There `key` extends the profile bounds to the boundary, `low` compares $\tilde\phi$ with the scaled Slater wave, and `hscale` takes the squared scale factor out of the integral, using `exp_neg_two_mul`.

`smooth_charge_eq` expands the density in `e`, splits the integral in `s` and integrates each power with `integral_pow`. The last step of its `calc` block inserts the matched coefficients. `d_wave_charge` identifies the explicit $l=2$ integrals with `sphereCharge` and specialises the general results.
